# The r-step product formula for skew-Hermitian matrices errs by at most $t^2/(2r)$ times the sum of pairwise commutator norms

Take two skew-Hermitian matrices $A_0$ and $A_1$, and compare $P(s)=e^{sA_0}e^{sA_1}$ with $e^{s(A_0+A_1)}$. The product rule gives

$$P'(s)=A_0P(s)+e^{sA_0}A_1e^{sA_1}=(A_0+A_1)P(s)+[e^{sA_0},A_1]\,e^{sA_1}.$$

So $P$ obeys the evolution equation of $A_0+A_1$ except for the last term, which appears because $A_1$ had to be moved to the left past $e^{sA_0}$. That term has norm at most $|s|\,\|[A_0,A_1]\|$, and integrating it from $0$ to $t$ gives an error of at most $\tfrac{t^2}{2}\|[A_0,A_1]\|$.

## From one commutator to m generators and r steps

Let $A_0,\dots,A_{m-1}$ be skew-Hermitian, $S=\sum_k A_k$, $P(s)=e^{sA_0}\cdots e^{sA_{m-1}}$ and $C=\sum_{j<k}\|[A_j,A_k]\|$, with $\|\cdot\|$ the operator norm. For real $t$ and every integer $r\ge 1$,

$$\bigl\|P(t/r)^r-e^{tS}\bigr\|\le\frac{t^2}{2r}\,C .$$

In quantum mechanics $A_k=-iH_k$ with $\hbar=1$, and $\|[A_j,A_k]\|=\|[H_j,H_k]\|$. For a time-independent Hamiltonian on a finite-dimensional space, split into terms $H_k$, the bound tells how many Trotter steps are enough for a given accuracy.

**Unitarity.** If $X^\dagger=-X$, then $(e^{tX})^\dagger=e^{-tX}$, so $e^{tX}$ is unitary. Products of unitaries are unitary, and multiplying by a unitary on either side leaves the norm unchanged.

**Commutator with a propagator.** Put $F(s)=e^{-sX}Be^{sX}$. Then $F'(s)=-e^{-sX}[X,B]e^{sX}$, whose norm is $\|[X,B]\|$ for all $s$. Hence $\|F(t)-F(0)\|\le|t|\,\|[X,B]\|$. Since $F(t)-F(0)=-e^{-tX}[e^{tX},B]$,

$$\|[e^{tX},B]\|\le |t|\,\|[X,B]\|.$$

**Defect.** We show by induction on $m$ that $P'=SP+R$ with $\|R(s)\|\le|s|C$. For $m=0$, $P=1$ and $R=0$. Otherwise write $P=e^{sA_0}Q$, where $Q$ is the product for the remaining generators, with sum $T$, defect $R_Q$ and commutator sum $C_Q$. Then

$$P'=A_0P+e^{sA_0}(TQ+R_Q)=(A_0+T)P+[e^{sA_0},T]\,Q+e^{sA_0}R_Q .$$

The last two terms form $R$, so

$$\|R(s)\|\le|s|\,\|[A_0,T]\|+|s|C_Q\le|s|\Bigl(\sum_{k\ge1}\|[A_0,A_k]\|+C_Q\Bigr)=|s|C.$$

**One step.** In the interaction picture, $G(s)=e^{-sS}P(s)$ satisfies $G(0)=1$ and $G'(s)=e^{-sS}R(s)$. Therefore

$$\|P(t)-e^{tS}\|=\|e^{tS}(G(t)-1)\|=\|G(t)-1\|\le\int_0^{|t|}sC\,ds=\frac{t^2}{2}C.$$

**Many steps.** Let $P=P(t/r)$ and $U=e^{tS/r}$, so that $U^r=e^{tS}$. From

$$P^{n+1}-U^{n+1}=P^n(P-U)+(P^n-U^n)U$$

and unitarity, induction gives $\|P^n-U^n\|\le n\|P-U\|$. At $n=r$ the error is at most $r\cdot\frac{(t/r)^2}{2}C=\frac{t^2}{2r}C$.

## Propagators, ordered products and commutator sums in Lean

The argument uses only algebra, a complete norm and unitarity, so the development works in a unital C*-algebra `𝔸` and specialises to matrices at the end.

```lean
import Mathlib

open NormedSpace Filter Topology

namespace MultiTermTrotter

noncomputable section

variable {𝔸 : Type*} [NormedRing 𝔸] [NormedAlgebra ℂ 𝔸]
```

The generator carries the factor $-i$, so a propagator is $e^{tX}$ with real time `t`.

```lean
/-- The propagator `exp (t X)` of a generator `X` over the real time `t`. -/
def propagator (X : 𝔸) (t : ℝ) : 𝔸 := exp ((t : ℂ) • X)
```

The generators form a family `A : Fin m → 𝔸`, indexed from $0$ to $m-1$. The list product fixes the order, with the first generator leftmost.

```lean
/-- One step of the product formula: the product of the propagators of the `A k` over the time `t`,
with `k` increasing from left to right. -/
def trotterStep {m : ℕ} (A : Fin m → 𝔸) (t : ℝ) : 𝔸 :=
  (List.ofFn fun k => propagator (A k) t).prod
```

The quantity $C$ is a double sum in which only pairs with `j < k` contribute.

```lean
/-- The sum of the norms of the commutators `[A j, A k]` over all pairs `j < k`. -/
def commutatorSum {m : ℕ} (A : Fin m → 𝔸) : ℝ :=
  ∑ j, ∑ k, if j < k then ‖A j * A k - A k * A j‖ else 0
```

The definition could instead have been $\sum_j\|[A_j,\sum_{k>j}A_k]\|$. By the triangle inequality this is never larger than $C$, and the induction above would work with it directly. The bound would become at least as tight, but evaluating it would require norms of commutators with whole partial sums instead of with single terms.

## Unitary evolution and the cost of one commutation

The derivative of $e^{tX}$ is recorded with the generator on either side, because the rotating frame needs both forms.

```lean
variable [CompleteSpace 𝔸]

/-- The propagator solves the evolution equation, with the generator on either side. -/
theorem hasDerivAt_propagator (X : 𝔸) (t : ℝ) :
    HasDerivAt (propagator X) (X * propagator X t) t ∧
      HasDerivAt (propagator X) (propagator X t * X) t := by
  have e : propagator X = fun u : ℝ => exp (u • X) := by
    funext u
    simp only [propagator, Complex.coe_smul]
  rw [e]
  exact ⟨hasDerivAt_exp_smul_const' X t, hasDerivAt_exp_smul_const X t⟩
```

The star operation and the C*-identity now enter. The hypothesis `star X = -X` is skew-Hermiticity; it gives unitarity, and the second half of the statement is $e^{-tX}e^{tX}=1$.

```lean
variable [StarRing 𝔸] [CStarRing 𝔸] [StarModule ℂ 𝔸]

/-- The propagator of a skew-adjoint generator is unitary, and evolution with the reversed
generator undoes it. -/
theorem propagator_unitary {X : 𝔸} (hX : star X = -X) (t : ℝ) :
    propagator X t ∈ unitary 𝔸 ∧ propagator (-X) t * propagator X t = 1 := by
  let : NormedAlgebra ℚ 𝔸 := NormedAlgebra.restrictScalars ℚ ℂ 𝔸
  constructor
  · exact exp_mem_unitary_of_mem_skewAdjoint
      (skewAdjoint.mem_iff.mpr (by simp [star_smul, hX]))
  · unfold propagator
    rw [smul_neg, ← exp_add_of_commute (Commute.refl _).neg_left, neg_add_cancel, exp_zero]
```

The ordered product inherits unitarity because the unitaries are closed under multiplication.

```lean
/-- A product-formula step with skew-adjoint generators is unitary. -/
theorem trotterStep_mem_unitary {m : ℕ} {A : Fin m → 𝔸} (hA : ∀ k, star (A k) = -A k)
    (t : ℝ) : trotterStep A t ∈ unitary 𝔸 := by
  refine Submonoid.list_prod_mem _ fun x hx => ?_
  rw [List.mem_ofFn] at hx
  obtain ⟨k, rfl⟩ := hx
  exact (propagator_unitary (hA k) t).1
```

The next lemma is the estimate for $[e^{tX},B]$. In its proof `hd` is the derivative of $F$, `hb` bounds it through unitarity, and the mean value inequality gives `h`. The identity `e` then turns $F(t)-F(0)$ back into the commutator.

```lean
/-- The commutator of a unitary propagator with `B` grows at most linearly in time, at a rate
given by the commutator of the generator with `B`. -/
theorem norm_commutator_propagator_le {X : 𝔸} (hX : star X = -X) (B : 𝔸) (t : ℝ) :
    ‖propagator X t * B - B * propagator X t‖ ≤ |t| * ‖X * B - B * X‖ := by
  have hX' : star (-X) = - -X := by rw [star_neg, hX]
  -- differentiate `B` in the rotating frame
  have hd : ∀ s : ℝ, HasDerivAt (fun s => propagator (-X) s * B * propagator X s)
      (-(propagator (-X) s * (X * B - B * X) * propagator X s)) s := fun s => by
    refine (((hasDerivAt_propagator (-X) s).2.mul_const B).fun_mul
      (hasDerivAt_propagator X s).1).congr_deriv ?_
    noncomm_ring
  have hb : ∀ s : ℝ, ‖-(propagator (-X) s * (X * B - B * X) * propagator X s)‖
      ≤ ‖X * B - B * X‖ := fun s => by
    rw [norm_neg, CStarRing.norm_mul_mem_unitary _ (propagator_unitary hX s).1,
      CStarRing.norm_mem_unitary_mul _ (propagator_unitary hX' s).1]
  have h := Convex.norm_image_sub_le_of_norm_hasDerivWithin_le
    (fun s _ => (hd s).hasDerivWithinAt) (fun s _ => hb s) convex_univ
    (Set.mem_univ (0 : ℝ)) (Set.mem_univ t)
  have h0 : ∀ Y : 𝔸, propagator Y 0 = 1 := fun Y => by simp [propagator]
  have e : propagator (-X) t * B * propagator X t - propagator (-X) 0 * B * propagator X 0
      = -(propagator (-X) t * (propagator X t * B - B * propagator X t)) := by
    rw [h0, h0, mul_sub, ← mul_assoc (propagator (-X) t) (propagator X t) B,
      (propagator_unitary hX t).2]
    noncomm_ring
  rw [e, norm_neg, CStarRing.norm_mem_unitary_mul _ (propagator_unitary hX' t).1,
    sub_zero, Real.norm_eq_abs] at h
  exact h.trans_eq (mul_comm _ _)
```

## The defect and the one-step error

The theorem on the defect assumes skew-adjoint generators (`hA`), as do all the theorems after it. It states that at each time `s` some `R` exists with the required derivative and norm bound. The induction splits off `A 0`, and the `refine` in the successor case supplies the two terms of $R$ found above. There `hc` is the triangle inequality for $[A_0,T]$, and `hs` splits $C$ into the pairs that contain $A_0$ and the rest.

```lean
/-- The product formula solves the evolution equation of the summed generator up to a defect
of norm at most `|s|` times the commutator sum. -/
theorem trotterStep_defect {m : ℕ} (A : Fin m → 𝔸) (hA : ∀ k, star (A k) = -A k) (s : ℝ) :
    ∃ R : 𝔸, HasDerivAt (trotterStep A) ((∑ k, A k) * trotterStep A s + R) s ∧
      ‖R‖ ≤ |s| * commutatorSum A := by
  induction m with
  | zero =>
    refine ⟨0, ?_, by simp [commutatorSum]⟩
    have e : trotterStep A = fun _ => 1 := by
      funext u
      simp [trotterStep]
    rw [e]
    simpa using hasDerivAt_const s (1 : 𝔸)
  | succ m ih =>
    obtain ⟨R, hR, hn⟩ := ih (fun k => A k.succ) (fun k => hA _)
    have e : trotterStep A = fun u =>
        propagator (A 0) u * trotterStep (fun k : Fin m => A k.succ) u := by
      funext u
      simp [trotterStep, List.ofFn_succ]
    -- moving the remaining generators past the first propagator costs one commutator
    refine ⟨(propagator (A 0) s * (∑ k : Fin m, A k.succ)
      - (∑ k : Fin m, A k.succ) * propagator (A 0) s) * trotterStep (fun k => A k.succ) s
      + propagator (A 0) s * R, ?_, ?_⟩
    · rw [e]
      refine ((hasDerivAt_propagator (A 0) s).1.fun_mul hR).congr_deriv ?_
      rw [Fin.sum_univ_succ]
      noncomm_ring
    · have hc : ‖A 0 * (∑ k : Fin m, A k.succ) - (∑ k : Fin m, A k.succ) * A 0‖
          ≤ ∑ k : Fin m, ‖A 0 * A k.succ - A k.succ * A 0‖ := by
        rw [Finset.mul_sum, Finset.sum_mul, ← Finset.sum_sub_distrib]
        exact norm_sum_le _ _
      have hs : commutatorSum A = (∑ k : Fin m, ‖A 0 * A k.succ - A k.succ * A 0‖)
          + commutatorSum (fun k => A k.succ) := by
        simp [commutatorSum, Fin.sum_univ_succ]
      refine (norm_add_le _ _).trans ?_
      rw [CStarRing.norm_mul_mem_unitary _ (trotterStep_mem_unitary (fun k => hA _) s),
        CStarRing.norm_mem_unitary_mul _ (propagator_unitary (hA 0) s).1, hs, mul_add]
      exact add_le_add ((norm_commutator_propagator_le (hA 0) _ s).trans
        (mul_le_mul_of_nonneg_left hc (abs_nonneg s))) hn
```

For the one-step error, `choose` collects these defects into a function of time, and `hd` is the interaction-picture equation for $G$. Instead of integrating, the proof sets $s=ut$ with $u\in[0,1]$, which treats both signs of $t$ at once, and compares $\|G(ut)-1\|$ with $\tfrac{t^2}{2}Cu^2$. The two agree at $u=0$, and the norm of the derivative of $G(ut)-1$ is at most the derivative of $\tfrac{t^2}{2}Cu^2$, so the inequality holds at $u=1$. This comparison needs no continuity of $R$.

```lean
/-- One step of the `m`-term product formula has error at most `t² / 2` times the
commutator sum. -/
theorem trotterStep_error {m : ℕ} (A : Fin m → 𝔸) (hA : ∀ k, star (A k) = -A k) (t : ℝ) :
    ‖trotterStep A t - propagator (∑ k, A k) t‖ ≤ t ^ 2 / 2 * commutatorSum A := by
  choose R hR hn using trotterStep_defect A hA
  have hS : star (∑ k, A k) = -∑ k, A k := by simp [star_sum, hA]
  generalize (∑ k, A k) = S at hR hS ⊢
  have hS' : star (-S) = - -S := by rw [star_neg, hS]
  -- in the interaction picture only the defect drives the evolution
  have hd : ∀ s : ℝ, HasDerivAt (fun s => propagator (-S) s * trotterStep A s)
      (propagator (-S) s * R s) s := fun s => by
    refine ((hasDerivAt_propagator (-S) s).2.fun_mul (hR s)).congr_deriv ?_
    noncomm_ring
  have hg : ∀ u : ℝ, HasDerivAt
      (fun u => propagator (-S) (u * t) * trotterStep A (u * t) - 1)
      (t • (propagator (-S) (u * t) * R (u * t))) u := fun u =>
    (HasDerivAt.scomp (h := fun u : ℝ => u * t) u (hd (u * t))
      (hasDerivAt_mul_const t)).sub_const 1
  have hB : ∀ u : ℝ, HasDerivAt (fun u : ℝ => t ^ 2 / 2 * commutatorSum A * (u * u))
      (t ^ 2 * commutatorSum A * u) u := fun u =>
    (((hasDerivAt_id' u).fun_mul (hasDerivAt_id' u)).const_mul _).congr_deriv (by ring)
  have key := image_norm_le_of_norm_deriv_right_le_deriv_boundary (a := 0) (b := 1)
    (fun u _ => (hg u).continuousAt.continuousWithinAt)
    (fun u _ => (hg u).hasDerivWithinAt) (by simp [trotterStep, propagator]) hB
    (fun u hu => by
      rw [norm_smul, Real.norm_eq_abs,
        CStarRing.norm_mem_unitary_mul _ (propagator_unitary hS' _).1]
      refine (mul_le_mul_of_nonneg_left (hn _) (abs_nonneg t)).trans_eq ?_
      rw [abs_mul, abs_of_nonneg hu.1, ← sq_abs t]
      ring) (Set.right_mem_Icc.2 zero_le_one)
  simp only [one_mul, mul_one] at key
  have hinv : propagator S t * propagator (-S) t = 1 := by
    simpa only [neg_neg] using (propagator_unitary hS' t).2
  have e : trotterStep A t - propagator S t
      = propagator S t * (propagator (-S) t * trotterStep A t - 1) := by
    rw [mul_sub, ← mul_assoc, hinv, one_mul, mul_one]
  rw [e, CStarRing.norm_mem_unitary_mul _ (propagator_unitary hS t).1]
  exact key
```

## Global error, convergence and step count

Here `hpow` is $e^{tS}=(e^{tS/r})^r$, and `tel` is the induction showing that errors add at most linearly.

```lean
/-- Global error of the product formula: `r` steps of length `t / r` differ from the exact
propagator by at most `t² / (2 r)` times the commutator sum. -/
theorem trotter_global_error {m : ℕ} (A : Fin m → 𝔸) (hA : ∀ k, star (A k) = -A k)
    (t : ℝ) {r : ℕ} (hr : 0 < r) :
    ‖trotterStep A (t / r) ^ r - propagator (∑ k, A k) t‖
      ≤ t ^ 2 / (2 * r) * commutatorSum A := by
  have hS : star (∑ k, A k) = -∑ k, A k := by simp [star_sum, hA]
  have hr' : (r : ℝ) ≠ 0 := by positivity
  have hpow : propagator (∑ k, A k) t = propagator (∑ k, A k) (t / r) ^ r := by
    let : NormedAlgebra ℚ 𝔸 := NormedAlgebra.restrictScalars ℚ ℂ 𝔸
    have hc : (t : ℂ) = (r : ℂ) * ((t / r : ℝ) : ℂ) := by
      rw [← Complex.ofReal_natCast, ← Complex.ofReal_mul, mul_div_cancel₀ _ hr']
    unfold propagator
    rw [← exp_nsmul, ← Nat.cast_smul_eq_nsmul ℂ, smul_smul, ← hc]
  -- unitarity lets the errors of the steps add up at most linearly
  have tel : ∀ n : ℕ, ‖trotterStep A (t / r) ^ n - propagator (∑ k, A k) (t / r) ^ n‖
      ≤ n * ‖trotterStep A (t / r) - propagator (∑ k, A k) (t / r)‖ := by
    have hP := trotterStep_mem_unitary hA (t / r)
    have hU := (propagator_unitary hS (t / r)).1
    generalize trotterStep A (t / r) = P at hP ⊢
    generalize propagator (∑ k, A k) (t / r) = U at hU ⊢
    intro n
    induction n with
    | zero => simp
    | succ n ih =>
      have e : P ^ (n + 1) - U ^ (n + 1) = P ^ n * (P - U) + (P ^ n - U ^ n) * U := by
        rw [pow_succ, pow_succ, mul_sub, sub_mul]
        abel
      rw [e]
      refine (norm_add_le _ _).trans ?_
      rw [CStarRing.norm_mem_unitary_mul _ (pow_mem hP n),
        CStarRing.norm_mul_mem_unitary _ hU]
      push_cast
      linarith
  rw [hpow]
  refine (tel r).trans ((mul_le_mul_of_nonneg_left (trotterStep_error A hA (t / r))
    (Nat.cast_nonneg r)).trans_eq ?_)
  field_simp
```

Since the bound falls off as $1/r$, the product formula converges in norm.

```lean
/-- The `m`-term product formula converges in norm to the exact propagator as the number of
steps grows. -/
theorem trotter_tendsto {m : ℕ} (A : Fin m → 𝔸) (hA : ∀ k, star (A k) = -A k) (t : ℝ) :
    Tendsto (fun r : ℕ => trotterStep A (t / r) ^ r) atTop
      (𝓝 (propagator (∑ k, A k) t)) := by
  rw [tendsto_iff_norm_sub_tendsto_zero]
  refine squeeze_zero' (Eventually.of_forall fun r => norm_nonneg _) ?_
    (tendsto_const_div_atTop_nhds_zero_nat (t ^ 2 / 2 * commutatorSum A))
  filter_upwards [eventually_gt_atTop 0] with r hr
  exact (trotter_global_error A hA t hr).trans_eq (by ring)
```

This limit concerns bounded generators. Trotter's theorem for unbounded ones, such as kinetic energy and a potential on continuous space, is a statement about strong convergence and needs other arguments; a finite basis or grid brings such a problem within the present setting, but $C$ can then grow without bound as the basis or grid is refined.

Solving $\frac{t^2}{2r}C\le\varepsilon$ for $r$ gives a sufficient number of steps, not necessarily the smallest. The condition `0 < r` is stated separately because for commuting generators $C=0$, and the other inequality would then admit $r=0$.

```lean
/-- A positive number of steps of at least `t² / (2 ε)` times the commutator sum guarantees an error
of at most `ε`. -/
theorem trotter_steps_sufficient {m : ℕ} (A : Fin m → 𝔸) (hA : ∀ k, star (A k) = -A k)
    (t : ℝ) {ε : ℝ} (hε : 0 < ε) {r : ℕ} (hr : 0 < r)
    (h : t ^ 2 * commutatorSum A / (2 * ε) ≤ r) :
    ‖trotterStep A (t / r) ^ r - propagator (∑ k, A k) t‖ ≤ ε := by
  refine (trotter_global_error A hA t hr).trans ?_
  rw [div_le_iff₀ (by positivity)] at h
  rw [div_mul_eq_mul_div, div_le_iff₀ (by positivity)]
  linarith
```

The last theorem is the bound for complex matrices of any finite size. Opening `Matrix.Norms.L2Operator` makes every norm in it, including those in `commutatorSum`, the operator norm, and `(A k)ᴴ = -A k` is skew-Hermiticity in matrix notation. Completeness follows from finite dimension, and the general theorem does the rest.

```lean
open scoped Matrix Matrix.Norms.L2Operator in
/-- The global error bound for skew-Hermitian complex matrices, with all norms the operator
norm. -/
theorem matrix_trotter_global_error {n : Type*} [Fintype n] [DecidableEq n] {m : ℕ}
    (A : Fin m → Matrix n n ℂ) (hA : ∀ k, (A k)ᴴ = -A k) (t : ℝ) {r : ℕ} (hr : 0 < r) :
    ‖trotterStep A (t / r) ^ r - propagator (∑ k, A k) t‖
      ≤ t ^ 2 / (2 * r) * commutatorSum A := by
  have : CompleteSpace (Matrix n n ℂ) := FiniteDimensional.complete ℂ _
  exact trotter_global_error A hA t hr

end

end MultiTermTrotter
```

```lean
#print axioms MultiTermTrotter.trotterStep_error
#print axioms MultiTermTrotter.trotter_tendsto
#print axioms MultiTermTrotter.trotter_steps_sufficient
#print axioms MultiTermTrotter.matrix_trotter_global_error
```

```
'MultiTermTrotter.trotterStep_error' depends on axioms: [propext, Classical.choice, Quot.sound]
'MultiTermTrotter.trotter_tendsto' depends on axioms: [propext, Classical.choice, Quot.sound]
'MultiTermTrotter.trotter_steps_sufficient' depends on axioms: [propext, Classical.choice, Quot.sound]
'MultiTermTrotter.matrix_trotter_global_error' depends on axioms: [propext, Classical.choice, Quot.sound]
```
